# Primitive Miller indices admit a determinant-one slab cell whose in-plane edges generate the surface lattice

To model a crystal surface, I cut the crystal along a lattice plane and describe the resulting slab by a new cell: two edges $u$, $v$ in the plane and a third edge $w$ leading to the next plane. The plane is given by three integers $h=(h_0,h_1,h_2)$, its Miller indices, with greatest common divisor 1.

I expect that such a cell can always be chosen with the same volume as the crystal cell, that $u\times v=h$ in lattice coordinates, and that $u$ and $v$ reach every lattice point of the plane. Is this true for every such $h$? I would like to see a rigorous proof, with a version that Lean has checked.

## Building the cell from two Bézout relations

Yes. Let $x=(x_0,x_1,x_2)$ be the integer coordinates of a lattice point in a basis of primitive lattice vectors. The integer $h\cdot x=h_0x_0+h_1x_1+h_2x_2$ numbers the layer that contains the point, and layer zero is the plane through the origin. A slab cell is a triple of integer vectors with

$$h\cdot u=0,\qquad h\cdot v=0,\qquad h\cdot w=1,\qquad \det(u,v,w)=(u\times v)\cdot w=1 .$$

Let $g=\gcd(h_0,h_1)$. There are integers $p,q,s,t$ with

$$h_0=gp,\qquad h_1=gq,\qquad ps+qt=1 .$$

If $g\neq0$, divide the Bézout relation for $h_0$ and $h_1$ by $g$. If $g=0$, both indices vanish, and $p=s=1$, $q=t=0$ will do. Since $h$ has greatest common divisor 1, there are also integers $a,b$ with $ag+bh_2=1$. Now take

$$u=(-q,p,0),\qquad v=(-h_2s,-h_2t,g),\qquad w=(as,at,b).$$

The layer conditions hold:

$$\begin{aligned}
h\cdot u&=-gpq+gqp=0,\\
h\cdot v&=-h_2g(ps+qt)+h_2g=0,\\
h\cdot w&=ag(ps+qt)+bh_2=ag+bh_2=1.
\end{aligned}$$

The cross product is

$$u\times v=(pg,\;qg,\;h_2(qt+ps))=(h_0,h_1,h_2),$$

so the determinant is $(u\times v)\cdot w=h\cdot w=1$.

Conversely, if a slab cell exists, any common divisor of the three indices divides $h\cdot w=1$. Only primitive indices therefore admit one.

## From the dual basis to the surface lattice

The relation $u\times v=h$ holds for every slab cell, not just the one constructed above. Because the determinant is 1, the vectors $v\times w$, $w\times u$ and $u\times v$ are dual to $u$, $v$ and $w$: each has product 1 with its own partner and 0 with the other two edges. Expanding $h$ in this dual basis gives

$$h=(h\cdot u)\,v\times w+(h\cdot v)\,w\times u+(h\cdot w)\,u\times v=u\times v .$$

Similarly, write a lattice vector as $x=c_1u+c_2v+c_3w$, at first with real coefficients. Products with the dual vectors give

$$c_1=(v\times w)\cdot x,\qquad c_2=(w\times u)\cdot x,\qquad c_3=(u\times v)\cdot x=h\cdot x .$$

All three are integers. If $h\cdot x=0$, then $x=c_1u+c_2v$, and the formulas fix both coefficients. In the other direction, $h\cdot(c_1u+c_2v)=0$. The two in-plane edges thus generate exactly layer zero.

For primitive $h$, the cross product also identifies the suitable pairs. If $u\times v=h$, then $h\cdot u=h\cdot v=0$. Take $w$ from any slab cell for $h$; then $(u\times v)\cdot w=h\cdot w=1$, so this $w$ completes the pair.

Finally, let $\mathbf a_0,\mathbf a_1,\mathbf a_2$ be the lattice vectors in space, and let $\mathbf r(x)=x_0\mathbf a_0+x_1\mathbf a_1+x_2\mathbf a_2$. Expanding the cross product and using its antisymmetry gives

$$\begin{aligned}
\mathbf r(u)\times\mathbf r(v)
={}&(u_1v_2-u_2v_1)\,\mathbf a_1\times\mathbf a_2
+(u_2v_0-u_0v_2)\,\mathbf a_2\times\mathbf a_0\\
&+(u_0v_1-u_1v_0)\,\mathbf a_0\times\mathbf a_1\\
={}&h_0\,\mathbf a_1\times\mathbf a_2+h_1\,\mathbf a_2\times\mathbf a_0+h_2\,\mathbf a_0\times\mathbf a_1 .
\end{aligned}$$

This is the area vector of the surface cell in space.

## The slab cell in Lean

```lean
import Mathlib

open Matrix

namespace LatticePlaneSlab

/-- Miller indices `h` are primitive when their greatest common divisor is 1. -/
def IsPrimitive (h : Fin 3 → ℤ) : Prop :=
  Int.gcd (Int.gcd (h 0) (h 1)) (h 2) = 1

/-- The integer matrix with columns `u`, `v`, `w`. -/
def slabMatrix (u v w : Fin 3 → ℤ) : Matrix (Fin 3) (Fin 3) ℤ :=
  (Matrix.of ![u, v, w])ᵀ

/-- A slab cell for the planes `h`: a cell of determinant 1 whose edges `u`, `v` lie in the
lattice plane through the origin and whose edge `w` leads to the next plane. -/
structure IsSlabCell (h u v w : Fin 3 → ℤ) : Prop where
  det_eq : (slabMatrix u v w).det = 1
  u_mem : h ⬝ᵥ u = 0
  v_mem : h ⬝ᵥ v = 0
  w_step : h ⬝ᵥ w = 1

/-- The determinant of the cell matrix is the triple product of its columns. -/
theorem det_slabMatrix (u v w : Fin 3 → ℤ) :
    (slabMatrix u v w).det = (u ⨯₃ v) ⬝ᵥ w := by
  simp only [slabMatrix, Matrix.det_transpose, Matrix.det_fin_three, Matrix.of_apply,
    cross_apply, dotProduct, Fin.sum_univ_three, Matrix.cons_val]
  ring

/-- Two integers are their greatest common divisor times a pair `p`, `q` that satisfies a
Bézout relation, also when both integers vanish. -/
theorem gcd_split (a b : ℤ) : ∃ p q s t : ℤ,
    a = (Int.gcd a b : ℤ) * p ∧ b = (Int.gcd a b : ℤ) * q ∧ p * s + q * t = 1 := by
  have ha : (Int.gcd a b : ℤ) ∣ a := by apply Int.gcd_dvd_left
  have hb : (Int.gcd a b : ℤ) ∣ b := by apply Int.gcd_dvd_right
  obtain ⟨p, hp⟩ := ha
  obtain ⟨q, hq⟩ := hb
  by_cases hg : (Int.gcd a b : ℤ) = 0
  · rw [hg, zero_mul] at hp hq
    refine ⟨1, 0, 1, 0, ?_, ?_, by norm_num⟩
    · rw [hg]; linarith
    · rw [hg]; linarith
  · refine ⟨p, q, Int.gcdA a b, Int.gcdB a b, hp, hq, mul_left_cancel₀ hg ?_⟩
    have e := Int.gcd_eq_gcd_ab a b
    linear_combination -e - Int.gcdA a b * hp - Int.gcdB a b * hq

/-- Miller indices admit a slab cell if and only if they are primitive. -/
theorem isPrimitive_iff_exists_slabCell (h : Fin 3 → ℤ) :
    IsPrimitive h ↔ ∃ u v w, IsSlabCell h u v w := by
  obtain ⟨p, q, s, t, hp, hq, hst⟩ := gcd_split (h 0) (h 1)
  constructor
  · intro hh
    obtain ⟨a, b, hab⟩ := Int.isCoprime_iff_gcd_eq_one.mpr hh
    generalize ((Int.gcd (h 0) (h 1) : ℕ) : ℤ) = g at hp hq hab
    -- the cell is written down from the two Bézout relations
    refine ⟨![-q, p, 0], ![-(h 2 * s), -(h 2 * t), g], ![a * s, a * t, b], ?_, ?_, ?_, ?_⟩
    · rw [det_slabMatrix]
      simp only [cross_apply, dotProduct, Fin.sum_univ_three, Matrix.cons_val]
      linear_combination (a * g + b * h 2) * hst + hab
    · simp only [dotProduct, Fin.sum_univ_three, Matrix.cons_val]
      linear_combination -q * hp + p * hq
    · simp only [dotProduct, Fin.sum_univ_three, Matrix.cons_val]
      linear_combination -(h 2 * s) * hp - h 2 * t * hq - h 2 * g * hst
    · simp only [dotProduct, Fin.sum_univ_three, Matrix.cons_val]
      linear_combination a * s * hp + a * t * hq + a * g * hst + hab
  · rintro ⟨u, v, w, H⟩
    have hw := H.w_step
    simp only [dotProduct, Fin.sum_univ_three] at hw
    unfold IsPrimitive
    rw [← Int.isCoprime_iff_gcd_eq_one]
    refine ⟨p * w 0 + q * w 1, w 2, ?_⟩
    linear_combination hw - w 0 * hp - w 1 * hq

/-- In a slab cell the cross product of the two in-plane edges is the vector of Miller
indices. -/
theorem IsSlabCell.cross_eq {h u v w : Fin 3 → ℤ} (H : IsSlabCell h u v w) :
    u ⨯₃ v = h := by
  have hD := H.det_eq
  have hu := H.u_mem
  have hv := H.v_mem
  have hw := H.w_step
  rw [det_slabMatrix] at hD
  simp only [cross_apply, dotProduct, Fin.sum_univ_three, Matrix.cons_val] at hD hu hv hw
  -- expand `h` in the basis dual to `u`, `v`, `w`
  funext i
  match i with
  | 0 =>
    change u 1 * v 2 - u 2 * v 1 = h 0
    linear_combination h 0 * hD - (v 1 * w 2 - v 2 * w 1) * hu
      - (w 1 * u 2 - w 2 * u 1) * hv - (u 1 * v 2 - u 2 * v 1) * hw
  | 1 =>
    change u 2 * v 0 - u 0 * v 2 = h 1
    linear_combination h 1 * hD - (v 2 * w 0 - v 0 * w 2) * hu
      - (w 2 * u 0 - w 0 * u 2) * hv - (u 2 * v 0 - u 0 * v 2) * hw
  | 2 =>
    change u 0 * v 1 - u 1 * v 0 = h 2
    linear_combination h 2 * hD - (v 0 * w 1 - v 1 * w 0) * hu
      - (w 0 * u 1 - w 1 * u 0) * hv - (u 0 * v 1 - u 1 * v 0) * hw

/-- Every lattice vector `x` is an integer combination of the edges of a slab cell, and its
coefficient along `w` is the layer number `h · x`. -/
theorem IsSlabCell.layer_decomposition {h u v w : Fin 3 → ℤ} (H : IsSlabCell h u v w)
    (x : Fin 3 → ℤ) :
    x = ((v ⨯₃ w) ⬝ᵥ x) • u + ((w ⨯₃ u) ⬝ᵥ x) • v + (h ⬝ᵥ x) • w := by
  have hD := H.det_eq
  rw [det_slabMatrix] at hD
  rw [← H.cross_eq]
  simp only [cross_apply, dotProduct, Fin.sum_univ_three, Matrix.cons_val] at hD ⊢
  funext i
  simp only [Pi.add_apply, Pi.smul_apply, smul_eq_mul]
  match i with
  | 0 => linear_combination (-x 0) * hD
  | 1 => linear_combination (-x 1) * hD
  | 2 => linear_combination (-x 2) * hD

/-- A lattice vector lies in the plane `h · x = 0` if and only if it is an integer combination
of the in-plane edges `u`, `v` of a slab cell with unique coefficients. -/
theorem IsSlabCell.mem_plane_iff {h u v w : Fin 3 → ℤ} (H : IsSlabCell h u v w)
    (x : Fin 3 → ℤ) :
    h ⬝ᵥ x = 0 ↔ ∃! c : ℤ × ℤ, x = c.1 • u + c.2 • v := by
  constructor
  · intro hx
    refine ⟨((v ⨯₃ w) ⬝ᵥ x, (w ⨯₃ u) ⬝ᵥ x), ?_, ?_⟩
    · have e := H.layer_decomposition x
      rw [hx, zero_smul, add_zero] at e
      exact e
    · -- the coefficients are read off with the dual vectors
      rintro ⟨a, b⟩ hab
      have hab' : x = a • u + b • v := hab
      have hD := H.det_eq
      rw [det_slabMatrix] at hD
      simp only [cross_apply, dotProduct, Fin.sum_univ_three, Matrix.cons_val] at hD
      have h1 : (v ⨯₃ w) ⬝ᵥ x = a := by
        rw [hab']
        simp only [cross_apply, dotProduct, Fin.sum_univ_three, Matrix.cons_val,
          Pi.add_apply, Pi.smul_apply, smul_eq_mul]
        linear_combination a * hD
      have h2 : (w ⨯₃ u) ⬝ᵥ x = b := by
        rw [hab']
        simp only [cross_apply, dotProduct, Fin.sum_univ_three, Matrix.cons_val,
          Pi.add_apply, Pi.smul_apply, smul_eq_mul]
        linear_combination b * hD
      exact Prod.ext h1.symm h2.symm
  · rintro ⟨⟨a, b⟩, hab, -⟩
    have hab' : x = a • u + b • v := hab
    rw [hab', dotProduct_add, dotProduct_smul, dotProduct_smul, H.u_mem, H.v_mem]
    simp

/-- For primitive Miller indices `h` there is a slab cell `u`, `v`, `w`; its in-plane edges
satisfy `u × v = h` and generate, with unique integer coefficients, exactly the lattice vectors
of the plane `h · x = 0`. -/
theorem exists_surface_cell {h : Fin 3 → ℤ} (hh : IsPrimitive h) :
    ∃ u v w, IsSlabCell h u v w ∧ u ⨯₃ v = h ∧
      ∀ x : Fin 3 → ℤ, h ⬝ᵥ x = 0 ↔ ∃! c : ℤ × ℤ, x = c.1 • u + c.2 • v := by
  obtain ⟨u, v, w, H⟩ := (isPrimitive_iff_exists_slabCell h).mp hh
  exact ⟨u, v, w, H, H.cross_eq, H.mem_plane_iff⟩

/-- For primitive Miller indices `h`, two lattice vectors `u`, `v` can be completed to a slab
cell if and only if `u × v = h`. -/
theorem cross_eq_iff_exists_slabCell {h : Fin 3 → ℤ} (hh : IsPrimitive h)
    (u v : Fin 3 → ℤ) : u ⨯₃ v = h ↔ ∃ w, IsSlabCell h u v w := by
  constructor
  · intro huv
    obtain ⟨_, _, w, H⟩ := (isPrimitive_iff_exists_slabCell h).mp hh
    refine ⟨w, ?_, ?_, ?_, H.w_step⟩
    · rw [det_slabMatrix, huv, H.w_step]
    · rw [← huv]
      simp only [cross_apply, dotProduct, Fin.sum_univ_three, Matrix.cons_val]
      ring
    · rw [← huv]
      simp only [cross_apply, dotProduct, Fin.sum_univ_three, Matrix.cons_val]
      ring
  · rintro ⟨w, H⟩
    exact H.cross_eq

/-- The position in space of the lattice point with integer coordinates `x`, for lattice
vectors `a 0`, `a 1`, `a 2`. -/
def position (a : Fin 3 → Fin 3 → ℝ) (x : Fin 3 → ℤ) : Fin 3 → ℝ :=
  (x 0 : ℝ) • a 0 + (x 1 : ℝ) • a 1 + (x 2 : ℝ) • a 2

/-- The area vector of the surface cell in space is the combination of the area vectors of the
faces of the crystal cell with the Miller indices as coefficients. -/
theorem IsSlabCell.area_vector {h u v w : Fin 3 → ℤ} (H : IsSlabCell h u v w)
    (a : Fin 3 → Fin 3 → ℝ) :
    position a u ⨯₃ position a v =
      (h 0 : ℝ) • (a 1 ⨯₃ a 2) + (h 1 : ℝ) • (a 2 ⨯₃ a 0) + (h 2 : ℝ) • (a 0 ⨯₃ a 1) := by
  rw [← H.cross_eq]
  ext i
  fin_cases i <;> simp [position, cross_apply] <;> ring

end LatticePlaneSlab
```

```lean
#print axioms LatticePlaneSlab.exists_surface_cell
#print axioms LatticePlaneSlab.cross_eq_iff_exists_slabCell
#print axioms LatticePlaneSlab.IsSlabCell.area_vector
```

```
'LatticePlaneSlab.exists_surface_cell' depends on axioms: [propext, Classical.choice, Quot.sound]
'LatticePlaneSlab.cross_eq_iff_exists_slabCell' depends on axioms: [propext, Classical.choice, Quot.sound]
'LatticePlaneSlab.IsSlabCell.area_vector' depends on axioms: [propext, Classical.choice, Quot.sound]
```

## What the Lean statements say about a crystal

Miller indices and lattice points both have type `Fin 3 → ℤ`, with components numbered 0, 1, 2. `IsPrimitive h` says that the greatest common divisor is 1, which excludes $h=0$. `slabMatrix u v w` has the three edges as columns, and `IsSlabCell h u v w` collects the four defining conditions. Determinant 1, rather than $\pm1$, fixes the orientation as well as the volume relative to the crystal cell.

The symbols `⬝ᵥ` and `⨯₃` are the dot and cross products of components. For integer vectors they act on lattice coordinates, so `u ⨯₃ v = h` is not yet a statement about areas or angles in space.

- `isPrimitive_iff_exists_slabCell` states that $h$ is primitive exactly when a slab cell exists.
- `exists_surface_cell` answers the question directly: for primitive $h$ it supplies a slab cell, the relation $u\times v=h$, and the description of the plane. The quantifier `∃!` says that the pair of integer coefficients is unique.
- `IsSlabCell.layer_decomposition` covers all layers, with $h\cdot x$ as the coefficient along $w$.
- `cross_eq_iff_exists_slabCell` states that, for primitive $h$, a pair $u,v$ can be completed exactly when $u\times v=h$.
- `IsSlabCell.area_vector` passes to real space through `position`. It holds for any three real vectors `a 0`, `a 1`, `a 2`; for a crystal they are linearly independent.

The identification of `Fin 3 → ℤ` with all lattice points requires a primitive crystal cell. Indices that refer to a centred conventional cell must first be converted. A slab cell in the sense used here reaches only from one lattice plane to the next; the simulation cell of a slab calculation usually spans several such layers and a vacuum region. The theorems neither select short edges nor make $w$ perpendicular to the surface, and they contain no atoms, termination or vacuum. For slab calculations in electronic structure, they supply the primitive in-plane periodicity of an ideal, unreconstructed surface.

## The integer identities behind the proof

`det_slabMatrix` turns the determinant into the triple product. `gcd_split` provides $p,q,s,t$ and treats $g=0$ separately, because cancelling $g$ is possible only when it is nonzero.

In `isPrimitive_iff_exists_slabCell`, the forward direction enters the three explicit columns and checks the four conditions. Each check ends with `linear_combination`, which is given the multiples of the known equations that add up to the goal. In the determinant check, for instance, `hst` is $ps+qt=1$ and `hab` is $ag+bh_2=1$. The reverse direction rewrites $h\cdot w=1$ as a Bézout relation between $g$ and $h_2$, with coefficients $pw_0+qw_1$ and $w_2$.

`IsSlabCell.cross_eq` carries out the dual-basis expansion of $h$ component by component. The multipliers of `hu`, `hv` and `hw` are minus the components of $v\times w$, $w\times u$ and $u\times v$. `IsSlabCell.layer_decomposition` does the same for $x$: after $h$ is replaced by $u\times v$, each component follows from the determinant equation alone.

`IsSlabCell.mem_plane_iff` sets the layer number to zero to obtain the coefficients. For uniqueness, it takes an arbitrary representation of $x$ and recovers its coefficients by products with $v\times w$ and $w\times u$. `exists_surface_cell` combines these results.

The proof of `cross_eq_iff_exists_slabCell` borrows $w$ from an existing slab cell, as in the derivation above. For `IsSlabCell.area_vector`, Lean replaces $h$ by $u\times v$ and compares the three spatial components, where `ring` confirms the expanded cross product.
